# Chambers relation for the Harper matrix at flux 2π/3: wave numbers enter only the constant term

For an electron hopping on a square lattice with flux \(2\pi/3\) per plaquette, the \(3\times3\) Harper matrix at wave numbers \(k_x,k_y\) has the characteristic polynomial

\[
x^3-6x-2\cos 3k_x-2\cos 3k_y .
\]

The matrix has diagonal entries \(2\cos(k_y+2\pi j/3)\) for \(j=0,1,2\), and hoppings \(e^{ik_x}\) one way round the ring and \(e^{-ik_x}\) the other way. I can expand the determinant myself, but I would like to see every step justified and the result checked by machine in Lean. Can the three energy bands be obtained from it in the same way, with exact edges?

## Three exact bands follow from one cubic

Yes. The polynomial identity holds for all real \(k_x,k_y\), and the eigenvalues, collected over all real wave numbers, fill exactly

\[
[-1-\sqrt3,\,-2]\;\cup\;[1-\sqrt3,\,\sqrt3-1]\;\cup\;[2,\,1+\sqrt3],
\]

with energy in units of the hopping amplitude. For non-interacting electrons on the infinite lattice, with equal nearest-neighbour hopping in both directions and no on-site potential, these edges are exact values at this one flux against which a tight-binding code with Peierls phases can be compared. A finite sample with open boundaries can have further levels in the gaps, from states at its edges.

### From the lattice to a three-site ring

In Landau gauge the hops along \(y\) in column \(m\) carry the phases \(e^{\pm 2\pi i m/3}\), and the hops along \(x\) carry none. Neighbouring columns differ by a phase \(2\pi/3\), which is the flux through a plaquette in units of \(\hbar/e\), that is, one third of the flux quantum \(h/e\). Put \(\psi(m,n)=e^{ik_yn}e^{ik_xm}u_m\), where \(u_m\) has period 3. The two hops along \(y\) add up to a site energy, and the Schrödinger equation becomes

\[
e^{ik_x}u_{m+1}+e^{-ik_x}u_{m-1}+\varepsilon_m u_m=Eu_m,\qquad
\varepsilon_j=2\cos\!\left(k_y+\tfrac{2\pi j}{3}\right).
\]

This is the eigenvalue equation of the matrix in the question.

### Site energies, determinant and bands

Write \(c=\cos k_y\) and \(s=\sin k_y\). The addition theorem gives

\[
\varepsilon_0=2c,\qquad \varepsilon_1=-c-\sqrt3\,s,\qquad \varepsilon_2=-c+\sqrt3\,s .
\]

Their sum is \(0\). The sum of pair products is

\[
\varepsilon_0(\varepsilon_1+\varepsilon_2)+\varepsilon_1\varepsilon_2=-4c^2+c^2-3s^2=-3,
\]

and the product is

\[
2c(c^2-3s^2)=2(4c^3-3c)=2\cos3k_y .
\]

Now let \(z\) and \(w\) be the hopping amplitudes in the two directions. Expanding the determinant gives

\[
\det(x-H)=\prod_j(x-\varepsilon_j)-zw\sum_j(x-\varepsilon_j)-z^3-w^3 .
\]

The first product is \(x^3-3x-2\cos3k_y\). With \(z=e^{ik_x}\) and \(w=e^{-ik_x}\) we have \(zw=1\) and \(z^3+w^3=2\cos3k_x\), and the sum over \(j\) is \(3x\). Together these give the stated cubic. The terms \(z^3\) and \(w^3\) come from going once round the ring, which is why \(k_x\) appears only as \(3k_x\).

A real \(E\) is therefore an eigenvalue at \((k_x,k_y)\) exactly when

\[
E^3-6E=2\cos3k_x+2\cos3k_y .
\]

The right side always lies in \([-4,4]\). It takes each value \(g\) in that interval, for instance at \(k_x=k_y=\tfrac13\arccos(g/4)\). So \(E\) occurs somewhere exactly when \(|E^3-6E|\le4\). The two extreme cubics factor as

\[
E^3-6E+4=(E-2)(E+1-\sqrt3)(E+1+\sqrt3),
\]
\[
E^3-6E-4=(E+2)(E-1-\sqrt3)(E-1+\sqrt3).
\]

The first must be \(\ge0\), which means \(-1-\sqrt3\le E\le\sqrt3-1\) or \(E\ge2\). The second must be \(\le0\), which means \(E\le-2\) or \(1-\sqrt3\le E\le1+\sqrt3\). The intersection of the two conditions is the three bands.

### Zero wave numbers as a check

At \(k_x=k_y=0\) the diagonal is \(2,-1,-1\) and every off-diagonal entry is \(1\). The normalised vector \((0,1,-1)/\sqrt2\) has eigenvalue \(-2\). A vector of the form \((u,v,v)\) requires \(u=Ev\) and \(2u+2v=Eu\), hence \(E^2=2E+2\) and \(E=1\pm\sqrt3\). These are the three roots of \(E^3-6E-4\), and each of them is a band edge.

### What the Lean statements say

`onsite ky j` is \(\varepsilon_j\), a real number, and `harper kx ky` is the matrix with complex entries. Its rows and columns are numbered 0, 1, 2 by `Fin 3`. The hopping is \(+1\) before the Bloch phases are attached, and `kx` and `ky` are arbitrary real numbers, measured per lattice spacing.

`chambers_relation` is an equality of polynomials over \(\mathbb C\), where `X` is the variable and `C` turns a number into a constant polynomial. It therefore fixes the eigenvalues together with their multiplicities. Chambers' relation in general concerns flux \(2\pi p/q\) with coprime \(p,q\) and a \(q\times q\) matrix; the theorem treats \(p=1\), \(q=3\).

`IsLevel kx ky E` says that some nonzero vector `v` satisfies \(Hv=Ev\). Dividing `v` by its norm gives a normalised eigenvector with the same eigenvalue; the Bloch wave that it describes on the infinite lattice is not itself normalisable. Taking `E` real loses nothing, because the matrix is Hermitian (`harper_isHermitian`). `isLevel_iff` is the cubic equation for \(E\), `exists_isLevel_iff` is the condition \(|E^3-6E|\le4\), and `three_bands` is an equality of sets of real numbers, with closed intervals `Set.Icc`.

The file starts from the \(3\times3\) matrix, so the reduction from the infinite lattice given above is ordinary physics and not part of the checked proof. Interactions, spin and longer-range hopping are absent from the model.

```lean
import Mathlib

open Polynomial Matrix

namespace ChambersThirdFlux

noncomputable section

/-- Site energy `2 cos (ky + 2πj/3)` of the Harper chain at flux `2π/3` per plaquette. -/
def onsite (ky : ℝ) (j : ℕ) : ℝ := 2 * Real.cos (ky + 2 * Real.pi * j / 3)

/-- The Harper matrix at flux `2π/3`: three site energies on a ring, with hopping
`exp (i kx)` one way round and `exp (-i kx)` the other way. -/
def harper (kx ky : ℝ) : Matrix (Fin 3) (Fin 3) ℂ :=
  !![(onsite ky 0 : ℂ), Complex.exp (kx * Complex.I), Complex.exp (-(kx * Complex.I));
     Complex.exp (-(kx * Complex.I)), (onsite ky 1 : ℂ), Complex.exp (kx * Complex.I);
     Complex.exp (kx * Complex.I), Complex.exp (-(kx * Complex.I)), (onsite ky 2 : ℂ)]

/-- The real energy `E` is a level at wave numbers `kx`, `ky`: the Harper matrix has a
nonzero eigenvector with eigenvalue `E`. -/
def IsLevel (kx ky E : ℝ) : Prop :=
  ∃ v : Fin 3 → ℂ, v ≠ 0 ∧ harper kx ky *ᵥ v = (E : ℂ) • v

/-- The Harper matrix is Hermitian. -/
theorem harper_isHermitian (kx ky : ℝ) : (harper kx ky).IsHermitian := by
  refine Matrix.IsHermitian.ext fun i j => ?_
  fin_cases i <;> fin_cases j <;> simp [harper, ← Complex.exp_conj]

/-- The three site energies have sum `0`, sum of pair products `-3`, and product
`2 cos 3ky`. -/
theorem onsite_symmetric (ky : ℝ) :
    onsite ky 0 + onsite ky 1 + onsite ky 2 = 0 ∧
    onsite ky 0 * onsite ky 1 + onsite ky 1 * onsite ky 2 + onsite ky 2 * onsite ky 0 = -3 ∧
    onsite ky 0 * onsite ky 1 * onsite ky 2 = 2 * Real.cos (3 * ky) := by
  have h0 : onsite ky 0 = 2 * Real.cos ky := by simp [onsite]
  -- the angles 2π/3 and 4π/3 are reduced to π/3
  have h1 : onsite ky 1 = -Real.cos ky - √3 * Real.sin ky := by
    have e : ky + 2 * Real.pi * ((1 : ℕ) : ℝ) / 3 = ky + (Real.pi - Real.pi / 3) := by
      push_cast; ring
    rw [onsite, e, Real.cos_add, Real.cos_pi_sub, Real.sin_pi_sub,
      Real.cos_pi_div_three, Real.sin_pi_div_three]
    ring
  have h2 : onsite ky 2 = -Real.cos ky + √3 * Real.sin ky := by
    have e : ky + 2 * Real.pi * ((2 : ℕ) : ℝ) / 3 = ky + (Real.pi / 3 + Real.pi) := by
      push_cast; ring
    rw [onsite, e, Real.cos_add, Real.cos_add_pi, Real.sin_add_pi,
      Real.cos_pi_div_three, Real.sin_pi_div_three]
    ring
  have hs : √3 ^ 2 = (3 : ℝ) := Real.sq_sqrt (by norm_num)
  have hp := Real.sin_sq_add_cos_sq ky
  rw [h0, h1, h2, Real.cos_three_mul]
  refine ⟨by ring, ?_, ?_⟩
  · linear_combination (-Real.sin ky ^ 2) * hs - 3 * hp
  · linear_combination (-2 * Real.cos ky * Real.sin ky ^ 2) * hs - 6 * Real.cos ky * hp

/-- Characteristic polynomial of a three-site ring with site energies `a`, `b`, `c` and
uniform hopping amplitudes `z` one way round and `w` the other way. -/
theorem charpoly_ring (a b c z w : ℂ) :
    (!![a, z, w; w, b, z; z, w, c] : Matrix (Fin 3) (Fin 3) ℂ).charpoly =
      X ^ 3 - C (a + b + c) * X ^ 2 + C (a * b + b * c + c * a - 3 * (z * w)) * X
        - C (a * b * c + (z ^ 3 + w ^ 3) - (a + b + c) * (z * w)) := by
  have hM : (!![a, z, w; w, b, z; z, w, c] : Matrix (Fin 3) (Fin 3) ℂ).charmatrix =
      !![X - C a, -C z, -C w; -C w, X - C b, -C z; -C z, -C w, X - C c] := by
    refine Matrix.ext fun i j => ?_
    fin_cases i <;> fin_cases j <;> simp
  rw [Matrix.charpoly, hM, Matrix.det_fin_three]
  simp only [Matrix.of_apply, Matrix.cons_val', Matrix.cons_val, Matrix.cons_val_zero,
    Matrix.cons_val_one, map_add, map_sub, map_mul, map_pow, map_ofNat]
  ring

/-- Chambers relation at flux `2π/3`: the characteristic polynomial of the Harper matrix is
`X³ - 6X - (2 cos 3kx + 2 cos 3ky)`. -/
theorem chambers_relation (kx ky : ℝ) :
    (harper kx ky).charpoly =
      X ^ 3 - C 6 * X - C ((2 * Real.cos (3 * kx) + 2 * Real.cos (3 * ky) : ℝ) : ℂ) := by
  obtain ⟨s1, s2, s3⟩ := onsite_symmetric ky
  have h1 : (onsite ky 0 : ℂ) + onsite ky 1 + onsite ky 2 = 0 := by exact_mod_cast s1
  have h2 : (onsite ky 0 : ℂ) * onsite ky 1 + onsite ky 1 * onsite ky 2
      + onsite ky 2 * onsite ky 0 = -3 := by exact_mod_cast s2
  have h3 : (onsite ky 0 : ℂ) * onsite ky 1 * onsite ky 2
      = ((2 * Real.cos (3 * ky) : ℝ) : ℂ) := by rw [← s3]; push_cast; ring
  -- opposite hops cancel; a full turn round the ring collects the phase 3kx
  have hzw : Complex.exp (kx * Complex.I) * Complex.exp (-(kx * Complex.I)) = 1 := by
    rw [← Complex.exp_add, add_neg_cancel, Complex.exp_zero]
  have h4 : Complex.exp (kx * Complex.I) ^ 3 + Complex.exp (-(kx * Complex.I)) ^ 3
      = ((2 * Real.cos (3 * kx) : ℝ) : ℂ) := by
    push_cast
    rw [Complex.two_cos, ← Complex.exp_nat_mul, ← Complex.exp_nat_mul]
    congr 2 <;> push_cast <;> ring
  have h6 : (-3 - 3 * 1 : ℂ) = -6 := by norm_num
  rw [harper, charpoly_ring, h1, h2, h3, h4, hzw, h6]
  simp only [Complex.ofReal_add, map_add, map_neg, map_zero, zero_mul, sub_zero]
  ring

/-- A real energy `E` is a level at `kx`, `ky` exactly when
`E³ - 6E = 2 cos 3kx + 2 cos 3ky`. -/
theorem isLevel_iff (kx ky E : ℝ) :
    IsLevel kx ky E ↔ E ^ 3 - 6 * E = 2 * Real.cos (3 * kx) + 2 * Real.cos (3 * ky) := by
  have key : IsLevel kx ky E ↔
      (Matrix.scalar (Fin 3) (E : ℂ) - harper kx ky).det = 0 := by
    rw [← Matrix.exists_mulVec_eq_zero_iff]
    refine exists_congr fun v => and_congr_right fun _ => ?_
    have hv : Matrix.scalar (Fin 3) (E : ℂ) *ᵥ v = (E : ℂ) • v := by
      ext i
      simp [Matrix.scalar_apply, Matrix.mulVec_diagonal]
    rw [Matrix.sub_mulVec, hv, sub_eq_zero]
    exact eq_comm
  rw [key, ← Matrix.eval_charpoly, chambers_relation]
  simp only [eval_sub, eval_pow, eval_mul, eval_X, eval_C]
  rw [sub_eq_zero]
  norm_cast

/-- A real energy `E` is a level for some wave numbers exactly when `|E³ - 6E| ≤ 4`. -/
theorem exists_isLevel_iff (E : ℝ) :
    (∃ kx ky, IsLevel kx ky E) ↔ |E ^ 3 - 6 * E| ≤ 4 := by
  simp only [isLevel_iff]
  constructor
  · rintro ⟨kx, ky, h⟩
    rw [h, abs_le]
    constructor <;> linarith [Real.cos_le_one (3 * kx), Real.cos_le_one (3 * ky),
      Real.neg_one_le_cos (3 * kx), Real.neg_one_le_cos (3 * ky)]
  · intro h
    obtain ⟨hl, hu⟩ := abs_le.mp h
    -- equal wave numbers already reach every allowed value
    have hc : Real.cos (3 * (Real.arccos ((E ^ 3 - 6 * E) / 4) / 3)) = (E ^ 3 - 6 * E) / 4 := by
      rw [mul_div_cancel₀ _ (by norm_num : (3 : ℝ) ≠ 0)]
      exact Real.cos_arccos (by linarith) (by linarith)
    refine ⟨Real.arccos ((E ^ 3 - 6 * E) / 4) / 3, Real.arccos ((E ^ 3 - 6 * E) / 4) / 3, ?_⟩
    rw [hc]
    ring

/-- The levels at all real wave numbers together fill exactly the three bands
`[-1-√3, -2]`, `[1-√3, √3-1]` and `[2, 1+√3]`. -/
theorem three_bands :
    {E : ℝ | ∃ kx ky, IsLevel kx ky E} =
      Set.Icc (-1 - √3) (-2) ∪ Set.Icc (1 - √3) (√3 - 1) ∪ Set.Icc 2 (1 + √3) := by
  ext E
  simp only [Set.mem_ofPred_eq, exists_isLevel_iff, Set.mem_union, Set.mem_Icc, abs_le]
  have hs : √3 ^ 2 = (3 : ℝ) := Real.sq_sqrt (by norm_num)
  have hn : 0 ≤ √3 := Real.sqrt_nonneg 3
  generalize √3 = s at hs hn ⊢
  have s1 : 1 < s := by nlinarith
  have s2 : s < 2 := by nlinarith
  -- the band edges are the roots of the two extreme cubics
  have f1 : E ^ 3 - 6 * E + 4 = (E - 2) * ((E + 1 - s) * (E + 1 + s)) := by
    linear_combination (E - 2) * hs
  have f2 : E ^ 3 - 6 * E - 4 = (E + 2) * ((E - 1 - s) * (E - 1 + s)) := by
    linear_combination (E + 2) * hs
  constructor
  · rintro ⟨hl, hu⟩
    have g1 : 0 ≤ (E - 2) * ((E + 1 - s) * (E + 1 + s)) := by linarith
    have g2 : (E + 2) * ((E - 1 - s) * (E - 1 + s)) ≤ 0 := by linarith
    rcases lt_or_ge E (-1 - s) with a | a
    · exact absurd g1 (not_le_of_gt (mul_neg_of_neg_of_pos (by linarith)
        (mul_pos_of_neg_of_neg (by linarith) (by linarith))))
    rcases le_or_gt E (-2) with b | b
    · exact Or.inl (Or.inl ⟨a, b⟩)
    rcases lt_or_ge E (1 - s) with c | c
    · exact absurd g2 (not_le_of_gt (mul_pos (by linarith)
        (mul_pos_of_neg_of_neg (by linarith) (by linarith))))
    rcases le_or_gt E (s - 1) with d | d
    · exact Or.inl (Or.inr ⟨c, d⟩)
    rcases lt_or_ge E 2 with e | e
    · exact absurd g1 (not_le_of_gt (mul_neg_of_neg_of_pos (by linarith)
        (mul_pos (by linarith) (by linarith))))
    rcases le_or_gt E (1 + s) with f | f
    · exact Or.inr ⟨e, f⟩
    · exact absurd g2 (not_le_of_gt (mul_pos (by linarith)
        (mul_pos (by linarith) (by linarith))))
  · rintro ((⟨a, b⟩ | ⟨a, b⟩) | ⟨a, b⟩)
    · have g1 := mul_nonneg_of_nonpos_of_nonpos (by linarith : E - 2 ≤ 0)
        (mul_nonpos_of_nonpos_of_nonneg (by linarith : E + 1 - s ≤ 0)
          (by linarith : 0 ≤ E + 1 + s))
      have g2 := mul_nonpos_of_nonpos_of_nonneg (by linarith : E + 2 ≤ 0)
        (mul_nonneg_of_nonpos_of_nonpos (by linarith : E - 1 - s ≤ 0)
          (by linarith : E - 1 + s ≤ 0))
      constructor <;> linarith
    · have g1 := mul_nonneg_of_nonpos_of_nonpos (by linarith : E - 2 ≤ 0)
        (mul_nonpos_of_nonpos_of_nonneg (by linarith : E + 1 - s ≤ 0)
          (by linarith : 0 ≤ E + 1 + s))
      have g2 := mul_nonpos_of_nonneg_of_nonpos (by linarith : 0 ≤ E + 2)
        (mul_nonpos_of_nonpos_of_nonneg (by linarith : E - 1 - s ≤ 0)
          (by linarith : 0 ≤ E - 1 + s))
      constructor <;> linarith
    · have g1 := mul_nonneg (by linarith : 0 ≤ E - 2)
        (mul_nonneg (by linarith : 0 ≤ E + 1 - s) (by linarith : 0 ≤ E + 1 + s))
      have g2 := mul_nonpos_of_nonneg_of_nonpos (by linarith : 0 ≤ E + 2)
        (mul_nonpos_of_nonpos_of_nonneg (by linarith : E - 1 - s ≤ 0)
          (by linarith : 0 ≤ E - 1 + s))
      constructor <;> linarith

end

end ChambersThirdFlux
```

```lean
#print axioms ChambersThirdFlux.harper_isHermitian
-- 'ChambersThirdFlux.harper_isHermitian' depends on axioms: [propext, Classical.choice, Quot.sound]
#print axioms ChambersThirdFlux.chambers_relation
-- 'ChambersThirdFlux.chambers_relation' depends on axioms: [propext, Classical.choice, Quot.sound]
#print axioms ChambersThirdFlux.three_bands
-- 'ChambersThirdFlux.three_bands' depends on axioms: [propext, Classical.choice, Quot.sound]
```

### How the Lean proof matches the calculation

`onsite_symmetric` reduces the angles \(2\pi/3\) and \(4\pi/3\) to \(\pi/3\), which yields the expressions for \(\varepsilon_1\) and \(\varepsilon_2\) in `h1` and `h2`. It then proves the three symmetric identities.

`charpoly_ring` is the determinant expansion, for arbitrary complex site energies and amplitudes. It writes out \(x-H\) entry by entry, applies the \(3\times3\) determinant formula `Matrix.det_fin_three`, and lets `ring` collect the terms.

`chambers_relation` joins the two. The real identities for the site energies are carried over to \(\mathbb C\), `hzw` is \(zw=1\), and `h4` is \(z^3+w^3=2\cos3k_x\). Substituting them into the general ring formula leaves the cubic.

For `isLevel_iff`, the equation \(Hv=Ev\) is rewritten as \((E-H)v=0\). `Matrix.exists_mulVec_eq_zero_iff` says that a nonzero solution exists exactly when the determinant vanishes, and `Matrix.eval_charpoly` identifies this determinant with the characteristic polynomial at \(E\).

In `exists_isLevel_iff`, one direction uses the bounds on the cosine. The other supplies the equal wave numbers built from `Real.arccos`, as above.

`three_bands` replaces \(\sqrt3\) by a letter `s` with \(s^2=3\) and \(1<s<2\), which is enough to order the six edges. `f1` and `f2` are the two factorisations. In the forward direction the proof moves along the energy axis from left to right: below the lowest band, in each gap and above the highest band, one of the two products has the wrong sign. In the reverse direction the signs of the factors inside each band give both inequalities.

### How `linear_combination` uses \(c^2+s^2=1\)

The identities for the pair products and for the product of the site energies, and the two factorisations, rest on the tactic `linear_combination`. To prove \(L=R\) from known equations \(p_i=q_i\), one supplies coefficients \(a_i\), and the tactic checks that

\[
L-R-\sum_i a_i(p_i-q_i)=0
\]

holds by commutative algebra alone. For the pair products, write \(r=\sqrt3\). The known equations are \(r^2=3\) (`hs`) and \(s^2+c^2=1\) (`hp`), where \(s\) is again \(\sin k_y\). The supplied coefficients are \(-s^2\) and \(-3\), and indeed

\[
(-3c^2-r^2s^2)-(-3)=-s^2(r^2-3)-3(s^2+c^2-1).
\]

The tactic needs no knowledge of trigonometry or square roots at this point: everything it uses about them is contained in those two equations. The factorisations `f1` and `f2` need only the equation for \(\sqrt3\), with coefficients \(E-2\) and \(E+2\).
